# Discrete Wirtinger inequality: on a ring of \(N\) sites, zero-mean functions satisfy \(\sum|f(x+1)-f(x)|^2\ge4\sin^2(\pi/N)\sum|f|^2\)

## From residual to error in a periodic Poisson solve

An iterative solver for the Poisson equation on a one-dimensional periodic grid is often stopped when the residual is small, but the quantity of interest is the error. A positive lower bound for minus the periodic Laplacian, on functions of zero mean, turns a bound on the residual into a bound on the error.

With unit grid spacing, let
\[
(Lf)(x)=2f(x)-f(x+1)-f(x-1).
\]
If the source and all iterates have zero mean, and the error \(e\) is measured from the zero-mean solution, then \(e\) has zero mean too, and it satisfies \(Le=r\) with \(r\) the residual. Write \(\|f\|^2=\sum_x|f(x)|^2\) and \(\lambda=4\sin^2(\pi/N)\). Summation by parts, the inequality of these notes and Cauchy–Schwarz give
\[
\lambda\|e\|^2\le\sum_x|e(x+1)-e(x)|^2=\sum_x\overline{e(x)}\,r(x)\le\|e\|\,\|r\|,
\]
so \(\|e\|\le\|r\|/\lambda\) for \(N\ge2\). On 100 grid points \(\lambda\approx0.00395\), and the error can be about 253 times the residual. An error in the shape of the longest wave reaches this factor.

The same number appears in a non-interacting tight-binding ring with \(N\ge3\) sites and nearest-neighbour hopping \(-t\), \(t>0\): the gap between the uniform state and the next level is \(4t\sin^2(\pi/N)\). The Lean file below proves the inequality and its equality case, not these two applications.

## The inequality and its equality case

Let \(f\) be a complex function on the ring with \(\sum_x f(x)=0\). Then
\[
\sum_x|f(x+1)-f(x)|^2\;\ge\;4\sin^2(\pi/N)\sum_x|f(x)|^2 .
\]
Equality holds exactly when \(f\) is a combination of \(e^{2\pi ix/N}\) and \(e^{-2\pi ix/N}\). For a nonzero constant the left side is zero, so for \(N\ge2\) some condition must exclude the constants.

Wirtinger's inequality for periodic functions on an interval compares integrals of \(|f'|^2\) and \(|f|^2\). The result here concerns finite sums at fixed \(N\), and no continuum limit is taken.

## Derivation in plane waves

Let \(w_k(x)=e^{2\pi ikx/N}\) and \(A_k=\sum_x w_{-k}(x)f(x)\), with \(k\) taken modulo \(N\).

**Inversion and Parseval.** The geometric sum gives \(\sum_x w_k(x)=N\) for \(k=0\) and \(0\) otherwise. Hence
\[
\sum_k w_k(x)A_k=\sum_y f(y)\sum_k w_k(x-y)=Nf(x).
\]
Since \(\overline{A_k}=\sum_x w_k(x)\overline{f(x)}\),
\[
\sum_k|A_k|^2=\sum_x\overline{f(x)}\sum_k w_k(x)A_k=N\sum_x|f(x)|^2 .
\]

**The difference.** Shifting the summation variable shows that \(f(x+1)\) has amplitude \(w_k(1)A_k\), so \(f(x+1)-f(x)\) has amplitude \((w_k(1)-1)A_k\). The squared modulus of the factor is
\[
s_k=|e^{2\pi ik/N}-1|^2=2-2\cos(2\pi k/N)=4\sin^2(\pi k/N).
\]
Parseval, applied to the difference and to \(f\), yields
\[
N\Big(\sum_x|f(x+1)-f(x)|^2-\lambda\sum_x|f(x)|^2\Big)=\sum_k(s_k-\lambda)|A_k|^2 .
\]

**The sign of each term.** Zero mean says \(A_0=0\). For \(k\neq0\) take the representative \(1\le k\le N-1\). From \(\sin^2a-\sin^2b=\sin(a+b)\sin(a-b)\),
\[
s_k-\lambda=4\sin\frac{\pi(k+1)}N\,\sin\frac{\pi(k-1)}N .
\]
Both arguments lie in \([0,\pi]\), so the product is nonnegative. It vanishes only for \(k=1\) or \(k=N-1\), that is, \(k=\pm1\). This proves the inequality.

**Equality.** If the two sides agree, every term vanishes, so \(A_k=0\) unless \(k=\pm1\). For \(N\ge3\), inversion gives
\[
f(x)=\frac{A_1w_1(x)+A_{-1}w_{-1}(x)}N .
\]
For \(N\le2\) the wave numbers \(1\) and \(-1\) coincide, and \(f=A_1w_1/N\). Using the two-term formula at \(N=2\) counts the same wave twice and returns \(2f\). Conversely, if \(f=aw_1+bw_{-1}\), orthogonality leaves only amplitudes at \(k=\pm1\), where \(s_k=\lambda\), so the excess is zero.

## Reading the Lean statements

The ring is `ZMod N`, whose addition is periodic, so `x + 1` at the last site is the first site. The assumption `[NeZero N]` means \(N\ge1\). The function is `f : ZMod N → ℂ`, zero mean is the hypothesis `∑ x, f x = 0`, and `‖ ‖` is the complex modulus.

`planeWave k x` is \(w_k(x)\), and `amplitude f k` is the unnormalised \(A_k\). The waves have squared norm \(N\); the normalised ones are \(w_k/\sqrt N\). `gradientEnergy f` is the sum \(\sum_x|f(x+1)-f(x)|^2\), with one term per site. At \(N=2\) it therefore counts the single pair of neighbours twice.

`wirtinger` is the inequality and `wirtinger_eq_iff` the equality case, both for every \(N\ge1\). `wirtinger_sharp` states that \(e^{2\pi ix/N}\), with `x.val` the representative between \(0\) and \(N-1\), has zero mean and attains equality. It assumes `2 ≤ N`, because on a single site this wave is the constant 1.

The statements concern one dimension, unit spacing and strictly periodic boundaries. Open ends, twisted boundary conditions and higher-dimensional grids would need their own theorems.

## The complete file

```lean
import Mathlib

open scoped Real ComplexConjugate

namespace DiscreteWirtinger

noncomputable section

variable {N : ℕ} [NeZero N]

/-- The plane wave `exp (2 π i k x / N)` on a ring of `N` sites. -/
def planeWave (k x : ZMod N) : ℂ := ZMod.stdAddChar (k * x)

/-- The unnormalised Fourier amplitude of `f` at wave number `k`. -/
def amplitude (f : ZMod N → ℂ) (k : ZMod N) : ℂ := ∑ x, planeWave (-k) x * f x

/-- The sum of `|f (x + 1) - f x|²` over all sites `x` of the ring. -/
def gradientEnergy (f : ZMod N → ℂ) : ℝ := ∑ x, ‖f (x + 1) - f x‖ ^ 2

/-- The product of two plane waves is the plane wave with the sum of the wave numbers. -/
theorem planeWave_mul (k l x : ZMod N) :
    planeWave k x * planeWave l x = planeWave (k + l) x := by
  simp only [planeWave]
  rw [← AddChar.map_add_eq_mul, add_mul]

/-- A plane wave sums to `N` over the ring if its wave number is zero, and to zero otherwise. -/
theorem sum_planeWave (k : ZMod N) :
    ∑ x, planeWave k x = if k = 0 then (N : ℂ) else 0 := by
  have h := AddChar.sum_mulShift k (ZMod.isPrimitive_stdAddChar N)
  have h' : ∑ x, planeWave k x = ∑ x : ZMod N, ZMod.stdAddChar (x * k) :=
    Finset.sum_congr rfl fun x _ => by rw [planeWave, mul_comm]
  rw [h', h]
  split_ifs <;> simp

/-- Fourier inversion: the plane waves weighted by the amplitudes of `f` add up to `N f`. -/
theorem fourier_inversion (f : ZMod N → ℂ) (x : ZMod N) :
    ∑ k, planeWave k x * amplitude f k = N * f x := by
  have hp (k y : ZMod N) : planeWave k x * planeWave (-k) y = planeWave (x - y) k := by
    simp only [planeWave]
    rw [← AddChar.map_add_eq_mul]
    congr 1
    ring
  calc ∑ k, planeWave k x * amplitude f k
      = ∑ k, ∑ y, planeWave (x - y) k * f y := by
        refine Finset.sum_congr rfl fun k _ => ?_
        rw [amplitude, Finset.mul_sum]
        refine Finset.sum_congr rfl fun y _ => ?_
        rw [← mul_assoc, hp]
    _ = ∑ y, (∑ k, planeWave (x - y) k) * f y := by
        rw [Finset.sum_comm]
        simp only [Finset.sum_mul]
    _ = N * f x := by
        simp only [sum_planeWave, sub_eq_zero]
        simp [ite_mul]

/-- Parseval's identity on the ring. -/
theorem parseval (f : ZMod N → ℂ) :
    ∑ k, ‖amplitude f k‖ ^ 2 = N * ∑ x, ‖f x‖ ^ 2 := by
  have hconj (k x : ZMod N) : conj (planeWave k x) = planeWave (-k) x := by
    rw [planeWave, planeWave, neg_mul, AddChar.map_neg_eq_conj]
  have h : ((∑ k, ‖amplitude f k‖ ^ 2 : ℝ) : ℂ) = ((N * ∑ x, ‖f x‖ ^ 2 : ℝ) : ℂ) := by
    push_cast
    calc ∑ k, (‖amplitude f k‖ : ℂ) ^ 2
        = ∑ k, ∑ x, conj (f x) * (planeWave k x * amplitude f k) := by
          refine Finset.sum_congr rfl fun k _ => ?_
          have hc : conj (amplitude f k) = ∑ x, planeWave k x * conj (f x) := by
            simp only [amplitude, map_sum, map_mul, hconj, neg_neg]
          rw [← Complex.conj_mul', hc, Finset.sum_mul]
          exact Finset.sum_congr rfl fun x _ => by ring
      _ = ∑ x, conj (f x) * (N * f x) := by
          rw [Finset.sum_comm]
          refine Finset.sum_congr rfl fun x _ => ?_
          rw [← Finset.mul_sum, fourier_inversion]
      _ = N * ∑ x, (‖f x‖ : ℂ) ^ 2 := by
          rw [Finset.mul_sum]
          refine Finset.sum_congr rfl fun x _ => ?_
          rw [← Complex.conj_mul']
          ring
  exact_mod_cast h

/-- Over one lattice step the plane wave of integer wave number `j` changes by a factor whose
squared distance from one is `4 sin² (π j / N)`. -/
theorem norm_step (j : ℤ) :
    ‖planeWave (j : ZMod N) 1 - 1‖ ^ 2 = 4 * Real.sin (π * j / N) ^ 2 := by
  have h : planeWave (j : ZMod N) 1
      = Complex.exp (((2 * (π * j / N) : ℝ) : ℂ) * Complex.I) := by
    rw [planeWave, mul_one, ZMod.stdAddChar_coe]
    congr 1
    push_cast
    ring
  rw [h, ← Complex.normSq_eq_norm_sq, Complex.normSq_apply]
  simp only [Complex.sub_re, Complex.sub_im, Complex.exp_ofReal_mul_I_re,
    Complex.exp_ofReal_mul_I_im, Complex.one_re, Complex.one_im]
  rw [Real.cos_two_mul, Real.sin_two_mul]
  linear_combination 4 * (Real.cos (π * j / N) ^ 2 - 1) * Real.sin_sq_add_cos_sq (π * j / N)

/-- For every nonzero wave number `k` the one-step factor `planeWave k 1` has squared distance from
one at least `4 sin² (π / N)`, and strictly more if `k` is neither `1` nor `-1`. -/
theorem step_gap {k : ZMod N} (hk : k ≠ 0) :
    4 * Real.sin (π / N) ^ 2 ≤ ‖planeWave k 1 - 1‖ ^ 2 ∧
      (k ≠ 1 → k ≠ -1 → 4 * Real.sin (π / N) ^ 2 < ‖planeWave k 1 - 1‖ ^ 2) := by
  have hN : (0 : ℝ) < N := by exact_mod_cast Nat.pos_of_ne_zero (NeZero.ne N)
  have h := norm_step (N := N) (k.val : ℤ)
  simp only [Int.cast_natCast, ZMod.natCast_zmod_val] at h
  -- sin² a - sin² b = sin (a + b) sin (a - b)
  have key : ‖planeWave k 1 - 1‖ ^ 2 - 4 * Real.sin (π / N) ^ 2
      = 4 * (Real.sin (π * (k.val + 1) / N) * Real.sin (π * (k.val - 1) / N)) := by
    rw [h, show π * ((k.val : ℝ) + 1) / N = π * k.val / N + π / N by ring,
      show π * ((k.val : ℝ) - 1) / N = π * k.val / N - π / N by ring,
      Real.sin_add, Real.sin_sub]
    linear_combination
      4 * Real.sin (π / N) ^ 2 * Real.sin_sq_add_cos_sq (π * k.val / N)
        - 4 * Real.sin (π * k.val / N) ^ 2 * Real.sin_sq_add_cos_sq (π / N)
  have v0 : k.val ≠ 0 := fun e => hk ((ZMod.val_eq_zero k).mp e)
  have vN : k.val < N := ZMod.val_lt k
  have a1 : (1 : ℝ) ≤ k.val := by exact_mod_cast Nat.one_le_iff_ne_zero.mpr v0
  have a2 : (k.val : ℝ) + 1 ≤ N := by exact_mod_cast vN
  constructor
  · have hs (t : ℝ) (h0 : 0 ≤ t) (h1 : t ≤ N) : 0 ≤ Real.sin (π * t / N) :=
      Real.sin_nonneg_of_nonneg_of_le_pi (by positivity)
        ((div_le_iff₀ hN).mpr (mul_le_mul_of_nonneg_left h1 Real.pi_pos.le))
    have := mul_nonneg (hs (k.val + 1) (by linarith) a2)
      (hs (k.val - 1) (by linarith) (by linarith))
    linarith
  · intro k1 k2
    have v1 : k.val ≠ 1 := fun e => k1 (by
      rw [← ZMod.natCast_zmod_val k, e, Nat.cast_one])
    have v2 : k.val + 1 ≠ N := fun e => k2 (by
      have e' := congrArg (Nat.cast : ℕ → ZMod N) e
      rw [Nat.cast_add, ZMod.natCast_zmod_val, Nat.cast_one, ZMod.natCast_self] at e'
      exact eq_neg_of_add_eq_zero_left e')
    have b1 : (1 : ℝ) < k.val := by exact_mod_cast (show 1 < k.val by omega)
    have b2 : (k.val : ℝ) + 1 < N := by exact_mod_cast (show k.val + 1 < N by omega)
    have hs (t : ℝ) (h0 : 0 < t) (h1 : t < N) : 0 < Real.sin (π * t / N) :=
      Real.sin_pos_of_pos_of_lt_pi (by positivity)
        ((div_lt_iff₀ hN).mpr (mul_lt_mul_of_pos_left h1 Real.pi_pos))
    have := mul_pos (hs (k.val + 1) (by linarith) b2)
      (hs (k.val - 1) (by linarith) (by linarith))
    linarith

/-- `N` times the excess of the gradient energy over `4 sin² (π / N) ∑ |f|²`, resolved into the
contributions of the single wave numbers. -/
theorem energy_excess (f : ZMod N → ℂ) :
    N * (gradientEnergy f - 4 * Real.sin (π / N) ^ 2 * ∑ x, ‖f x‖ ^ 2)
      = ∑ k, (‖planeWave k 1 - 1‖ ^ 2 - 4 * Real.sin (π / N) ^ 2) * ‖amplitude f k‖ ^ 2 := by
  -- a lattice difference multiplies each amplitude by the step factor minus one
  have hd (k : ZMod N) : amplitude (fun x => f (x + 1) - f x) k
      = (planeWave k 1 - 1) * amplitude f k := by
    have hs : ∑ x, planeWave (-k) x * f (x + 1) = planeWave k 1 * amplitude f k := by
      rw [amplitude, Finset.mul_sum,
        ← Equiv.sum_comp (Equiv.addRight (1 : ZMod N))
          (fun x => planeWave k 1 * (planeWave (-k) x * f x))]
      refine Finset.sum_congr rfl fun x _ => ?_
      have hp : planeWave (-k) x = planeWave k 1 * planeWave (-k) (x + 1) := by
        simp only [planeWave]
        rw [← AddChar.map_add_eq_mul]
        congr 1
        ring
      rw [Equiv.coe_addRight, hp, mul_assoc]
    rw [sub_mul, one_mul, ← hs, amplitude, amplitude, ← Finset.sum_sub_distrib]
    exact Finset.sum_congr rfl fun x _ => by ring
  have h1 := parseval (fun x => f (x + 1) - f x)
  simp only [hd, norm_mul, mul_pow] at h1
  simp only [sub_mul, Finset.sum_sub_distrib, ← Finset.mul_sum]
  rw [h1, parseval f, gradientEnergy]
  ring

/-- For `f` of zero mean no wave number contributes negatively to the energy excess. -/
theorem excess_nonneg {f : ZMod N → ℂ} (hf : ∑ x, f x = 0) (k : ZMod N) :
    0 ≤ (‖planeWave k 1 - 1‖ ^ 2 - 4 * Real.sin (π / N) ^ 2) * ‖amplitude f k‖ ^ 2 := by
  by_cases hk : k = 0
  · have h0 : amplitude f k = 0 := by simp [hk, amplitude, planeWave, hf]
    simp [h0]
  · exact mul_nonneg (sub_nonneg.mpr (step_gap hk).1) (sq_nonneg _)

/-- Discrete Wirtinger inequality: a complex function of zero mean on a ring of `N` sites has
gradient energy at least `4 sin² (π / N) ∑ |f|²`. -/
theorem wirtinger {f : ZMod N → ℂ} (hf : ∑ x, f x = 0) :
    4 * Real.sin (π / N) ^ 2 * ∑ x, ‖f x‖ ^ 2 ≤ ∑ x, ‖f (x + 1) - f x‖ ^ 2 := by
  have hN : (0 : ℝ) < N := by exact_mod_cast Nat.pos_of_ne_zero (NeZero.ne N)
  have h := Finset.sum_nonneg fun k (_ : k ∈ Finset.univ) => excess_nonneg hf k
  rw [← energy_excess] at h
  exact sub_nonneg.mp (nonneg_of_mul_nonneg_right h hN)

/-- For `f` of zero mean, equality holds in the Wirtinger inequality exactly when `f` is a
combination of the plane waves with wave numbers `1` and `-1`. -/
theorem wirtinger_eq_iff {f : ZMod N → ℂ} (hf : ∑ x, f x = 0) :
    ∑ x, ‖f (x + 1) - f x‖ ^ 2 = 4 * Real.sin (π / N) ^ 2 * ∑ x, ‖f x‖ ^ 2 ↔
      ∃ a b : ℂ, ∀ x, f x = a * planeWave 1 x + b * planeWave (-1) x := by
  have hN : (N : ℝ) ≠ 0 := by exact_mod_cast NeZero.ne N
  have hC : (N : ℂ) ≠ 0 := by exact_mod_cast NeZero.ne N
  have hd := energy_excess f
  constructor
  · intro h
    rw [gradientEnergy, h, sub_self, mul_zero] at hd
    have hz := (Finset.sum_eq_zero_iff_of_nonneg fun k _ => excess_nonneg hf k).mp hd.symm
    -- only the wave numbers 1 and -1 survive
    have hA (k : ZMod N) (h1 : k ≠ 1) (h2 : k ≠ -1) : amplitude f k = 0 := by
      by_cases hk : k = 0
      · simp [hk, amplitude, planeWave, hf]
      · have hpos := sub_pos.mpr ((step_gap hk).2 h1 h2)
        have := (mul_eq_zero.mp (hz k (Finset.mem_univ k))).resolve_left hpos.ne'
        exact norm_eq_zero.mp (pow_eq_zero_iff two_ne_zero |>.mp this)
    by_cases h1 : (1 : ZMod N) = -1
    · refine ⟨amplitude f 1 / N, 0, fun x => ?_⟩
      have hi := fourier_inversion f x
      rw [Fintype.sum_eq_single 1 fun k hk => by
        rw [hA k hk (h1 ▸ hk), mul_zero]] at hi
      field_simp
      linear_combination -hi
    · refine ⟨amplitude f 1 / N, amplitude f (-1) / N, fun x => ?_⟩
      have hi := fourier_inversion f x
      rw [Fintype.sum_eq_add 1 (-1) h1 fun k hk => by
        rw [hA k hk.1 hk.2, mul_zero]] at hi
      field_simp
      linear_combination -hi
  · rintro ⟨a, b, hab⟩
    have hz : ∑ k, (‖planeWave k 1 - 1‖ ^ 2 - 4 * Real.sin (π / N) ^ 2)
        * ‖amplitude f k‖ ^ 2 = 0 := by
      refine Finset.sum_eq_zero fun k _ => ?_
      by_cases h1 : k = 1
      · have h := norm_step (N := N) 1
        rw [Int.cast_one, Int.cast_one, mul_one] at h
        rw [h1, h, sub_self, zero_mul]
      by_cases h2 : k = -1
      · have h := norm_step (N := N) (-1)
        rw [Int.cast_neg, Int.cast_one, Int.cast_neg, Int.cast_one, mul_neg, mul_one,
          neg_div, Real.sin_neg, neg_sq] at h
        rw [h2, h, sub_self, zero_mul]
      have hA : amplitude f k
          = a * ∑ x, planeWave (-k + 1) x + b * ∑ x, planeWave (-k + -1) x := by
        rw [amplitude, Finset.mul_sum, Finset.mul_sum, ← Finset.sum_add_distrib]
        refine Finset.sum_congr rfl fun x _ => ?_
        rw [hab x, ← planeWave_mul (-k) 1 x, ← planeWave_mul (-k) (-1) x]
        ring
      rw [sum_planeWave (-k + 1), sum_planeWave (-k + -1),
        if_neg fun h => h1 (by linear_combination -h),
        if_neg fun h => h2 (by linear_combination -h)] at hA
      simp [hA]
    rw [hz] at hd
    exact sub_eq_zero.mp ((mul_eq_zero.mp hd).resolve_left hN)

/-- On a ring of at least two sites the wave `exp (2 π i x / N)` has zero mean and attains
equality in the Wirtinger inequality. -/
theorem wirtinger_sharp (hN : 2 ≤ N) {f : ZMod N → ℂ}
    (hf : ∀ x, f x = Complex.exp (2 * π * Complex.I * x.val / N)) :
    ∑ x, f x = 0 ∧
      ∑ x, ‖f (x + 1) - f x‖ ^ 2 = 4 * Real.sin (π / N) ^ 2 * ∑ x, ‖f x‖ ^ 2 := by
  have : Fact (1 < N) := ⟨hN⟩
  have hw (x : ZMod N) : f x = planeWave 1 x := by
    rw [hf, planeWave, one_mul, ZMod.stdAddChar_apply, ZMod.toCircle_apply]
  have h0 : ∑ x, f x = 0 := by
    simp only [hw]
    rw [sum_planeWave, if_neg one_ne_zero]
  exact ⟨h0, (wirtinger_eq_iff h0).mpr ⟨1, 0, fun x => by rw [hw]; ring⟩⟩

end

end DiscreteWirtinger
```

```lean
#print axioms DiscreteWirtinger.wirtinger
#print axioms DiscreteWirtinger.wirtinger_sharp
```

```
'DiscreteWirtinger.wirtinger' depends on axioms: [propext, Classical.choice, Quot.sound]
'DiscreteWirtinger.wirtinger_sharp' depends on axioms: [propext, Classical.choice, Quot.sound]
```

## How the lemmas fit together

`sum_planeWave` takes orthogonality from Mathlib's result on primitive additive characters. `fourier_inversion` and `parseval` then exchange the double sums with `Finset.sum_comm`. Parseval is proved as an identity between complex numbers and cast back to the reals at the end.

`norm_step` computes \(s_k\) from real and imaginary parts with the double-angle formulas. It takes an integer `j`, so that it also applies directly to \(-1\). In `step_gap`, the local statement `key` is the sine product above, with `k.val` as representative. The two parts of the lemma use nonnegativity of the sine on \([0,\pi]\) and positivity in the interior.

`energy_excess` is the identity for the excess. Its step `hd` finds the amplitude of the difference, with `Equiv.addRight` performing the shift of the summation variable. `excess_nonneg` treats \(k=0\) through the zero mean and all other \(k\) through `step_gap`. `wirtinger` sums these terms and removes the positive factor \(N\).

In `wirtinger_eq_iff`, a vanishing sum of nonnegative terms forces each term to vanish, and `hA` concludes that only \(k=\pm1\) survive. The split on `(1 : ZMod N) = -1` separates \(N\le2\) from \(N\ge3\), which avoids the double count. The converse uses `planeWave_mul` and `sum_planeWave` to find the amplitudes of the combination. `wirtinger_sharp` identifies the explicit exponential with `planeWave 1` and applies the equivalence with coefficients 1 and 0.
